# Reflection intensities of a one-dimensional supercell with one displaced atom

## Two atoms, one of them displaced

Place two identical unit scatterers at positions 0 and 1, and move the second by a real distance \(u\). Let \(q\) be the wavevector transfer, the component along the line of the difference between the incident and scattered wavevectors; it is not the wavenumber of the radiation itself. At \(q=\pi h\), with \(h\) an integer, the scattered amplitude is

\[
1+e^{iq(1+u)}=1+(-1)^h e^{iqu}.
\]

For odd \(h\) the two waves cancel at \(u=0\). After the displacement the intensity is \(|1-e^{iqu}|^2=4\sin^2(qu/2)\), which is nonzero unless \(hu/2\) is an integer. For even \(h\) the waves start in phase, and the intensity, which is 4 at \(u=0\), becomes \(4-4\sin^2(qu/2)\).

## From two atoms to \(N\)

Now let \(N\ge 1\) atoms sit at \(j=0,\dots,N-1\), and let \(q=2\pi h/N\). With one atom displaced by \(u\), the intensity is

\[
I=\begin{cases}4\sin^2(qu/2), & N\nmid h,\\ N^2-4(N-1)\sin^2(qu/2), & N\mid h.\end{cases}
\]

The first case describes superlattice reflections, the second fundamental ones.

Start with the undisplaced lattice. If \(h=Nk\) with \(k\) an integer, every phase is \(e^{2\pi i kj}=1\), and the sum is \(N\). If \(N\nmid h\), put \(z=e^{iq}\). Then \(z^N=e^{2\pi i h}=1\), while \(z\ne1\) because \(h/N\) is not an integer. From \((z-1)\sum_{j=0}^{N-1}z^j=z^N-1=0\) the sum vanishes.

Next displace a set \(S\) of \(|S|\) atoms by a common \(u\). For \(j\in S\),

\[
e^{iq(j+u)}=e^{iqj}+(e^{iqu}-1)e^{iqj},
\]

so the total amplitude is

\[
A=\sum_{j=0}^{N-1}e^{iqj}+(e^{iqu}-1)\sum_{j\in S}e^{iqj}.
\]

To take the squared modulus, use for real \(a,b,x\)

\[
|a+be^{ix}|^2=a^2+b^2+2ab\cos x=(a+b)^2-4ab\sin^2(x/2).
\]

If \(N\nmid h\), the first sum in \(A\) is zero. Taking \(a=-1\), \(b=1\), \(x=qu\) gives

\[
I=4\sin^2(qu/2)\,\Bigl|\sum_{j\in S}e^{iqj}\Bigr|^2.
\]

If \(N\mid h\), then \(A=(N-|S|)+|S|e^{iqu}\), hence

\[
I=N^2-4|S|(N-|S|)\sin^2(qu/2).
\]

For a single atom, \(|S|=1\) and the remaining sum has modulus one, which gives the two stated formulas. Since \(qu/2=\pi hu/N\), the superlattice intensity vanishes exactly when \(hu/N\) is an integer.

In this one-dimensional, single-scattering model of identical atoms, the formulas give a check on structure factors computed from a simulation supercell. A structure factor defined as \(|A|^2/N\) must first be multiplied by \(N\).

## The scattering model in Lean

```lean
import Mathlib

open Finset

namespace SupercellReflections

noncomputable section
```

Lengths are measured in lattice spacings, and a scatterer at position \(r\) contributes the phase factor \(e^{+iqr}\). The name `wavenumber` stands for the wavevector transfer \(q\).

```lean
/-- The phase factor `e^{ix}` of a scattered wave. -/
def phase (x : ℝ) : ℂ := Complex.exp (x * Complex.I)

/-- The wavenumber `q = 2πh/N` of reflection `h` of a supercell of `N ≥ 1` sites. -/
def wavenumber (N : ℕ) (h : ℤ) : ℝ := 2 * Real.pi * h / N
```

The reflection index `h` is an integer of either sign. A displacement pattern `d` assigns a real shift to each site.

```lean
/-- The amplitude scattered by `N` unit scatterers at the positions `j + d j`,
with `j = 0, …, N - 1`. -/
def amplitude (N : ℕ) (q : ℝ) (d : ℕ → ℝ) : ℂ :=
  ∑ j ∈ range N, phase (q * (j + d j))
```

The intensity is not divided by \(N\), so a perfect lattice gives \(N^2\) at a fundamental reflection.

```lean
/-- The scattered intensity, the squared modulus of the amplitude. -/
def intensity (N : ℕ) (q : ℝ) (d : ℕ → ℝ) : ℝ := ‖amplitude N q d‖ ^ 2

/-- The displacement pattern in which the atoms of `S` move by `u` and all others stay. -/
def displaced (S : Finset ℕ) (u : ℝ) : ℕ → ℝ := fun j => if j ∈ S then u else 0
```

The model has no atomic form factor, thermal motion or multiple scattering, and the amplitude is that of one supercell.

## Interference and the lattice sum

The two-wave identity is proved from real and imaginary parts. The final `linear_combination` uses \(\sin^2x+\cos^2x=1\) and the half-angle formula `hc`.

```lean
/-- Two waves with real amplitudes `a` and `b` and phase difference `x` interfere to the
intensity `(a + b)² - 4ab sin²(x/2)`. -/
theorem two_wave_interference (a b x : ℝ) :
    ‖(a : ℂ) + (b : ℂ) * phase x‖ ^ 2 = (a + b) ^ 2 - 4 * a * b * Real.sin (x / 2) ^ 2 := by
  have hre : (phase x).re = Real.cos x := Complex.exp_ofReal_mul_I_re x
  have him : (phase x).im = Real.sin x := Complex.exp_ofReal_mul_I_im x
  have hc : Real.cos x = 1 - 2 * Real.sin (x / 2) ^ 2 := by
    have h2 := Real.cos_two_mul (x / 2)
    rw [show 2 * (x / 2) = x by ring] at h2
    linarith [Real.sin_sq_add_cos_sq (x / 2)]
  rw [Complex.sq_norm, Complex.normSq_apply]
  simp only [Complex.add_re, Complex.add_im, Complex.mul_re, Complex.mul_im,
    Complex.ofReal_re, Complex.ofReal_im, hre, him]
  linear_combination b ^ 2 * Real.sin_sq_add_cos_sq x + 2 * a * b * hc
```

For fundamental reflections, the integer `k * j` shows that the phase is a multiple of \(2\pi\).

```lean
/-- If `N` divides `h`, all sites of the undisplaced lattice scatter in phase. -/
theorem phase_eq_one_of_dvd {N : ℕ} {h : ℤ} (hd : (N : ℤ) ∣ h) (j : ℕ) :
    phase (wavenumber N h * j) = 1 := by
  obtain ⟨k, rfl⟩ := hd
  rcases Nat.eq_zero_or_pos N with h0 | hN
  · subst h0
    simp [phase, wavenumber]
  · have hN' : (N : ℝ) ≠ 0 := by positivity
    have hq : wavenumber N (N * k) = 2 * Real.pi * k := by
      unfold wavenumber
      rw [div_eq_iff hN']
      push_cast
      ring
    rw [hq]
    refine Complex.exp_eq_one_iff.mpr ⟨k * j, ?_⟩
    push_cast
    ring
```

For the others, `hroot` is \(z^N=1\) and `hne` is \(z\neq1\). Mathlib's `geom_sum_mul` supplies the geometric series, and cancelling the nonzero factor \(z-1\) finishes the argument.

```lean
/-- If `N` does not divide `h`, the waves from the undisplaced lattice cancel. -/
theorem lattice_sum_eq_zero {N : ℕ} {h : ℤ} (hd : ¬ (N : ℤ) ∣ h) :
    ∑ j ∈ range N, phase (wavenumber N h * j) = 0 := by
  rcases Nat.eq_zero_or_pos N with h0 | hN
  · subst h0
    simp
  have hN' : (N : ℝ) ≠ 0 := by positivity
  have hq : wavenumber N h * N = 2 * Real.pi * h := by
    unfold wavenumber
    exact div_mul_cancel₀ _ hN'
  have hpow : ∀ j : ℕ, phase (wavenumber N h * j) = phase (wavenumber N h) ^ j := by
    intro j
    unfold phase
    rw [← Complex.exp_nat_mul]
    congr 1
    push_cast
    ring
  -- the phase step between neighbours is an N-th root of unity
  have hroot : phase (wavenumber N h) ^ N = 1 := by
    rw [← hpow, hq]
    refine Complex.exp_eq_one_iff.mpr ⟨h, ?_⟩
    push_cast
    ring
  -- and it differs from one
  have hne : phase (wavenumber N h) ≠ 1 := by
    intro h1
    obtain ⟨n, hn⟩ := Complex.exp_eq_one_iff.mp h1
    have him : wavenumber N h = n * (2 * Real.pi) := by
      have h2 : ((wavenumber N h : ℝ) : ℂ) = ((n * (2 * Real.pi) : ℝ) : ℂ) := by
        apply mul_right_cancel₀ Complex.I_ne_zero
        rw [hn]
        push_cast
        ring
      exact_mod_cast h2
    rw [him] at hq
    have h3 : (h : ℝ) = N * n := by
      apply mul_left_cancel₀ Real.two_pi_pos.ne'
      linarith
    exact hd ⟨n, by exact_mod_cast h3⟩
  have hg := geom_sum_mul (phase (wavenumber N h)) N
  rw [hroot, sub_self] at hg
  rw [Finset.sum_congr rfl (fun j _ => hpow j)]
  exact (mul_eq_zero.mp hg).resolve_right (sub_ne_zero.mpr hne)
```

## Displacing a set of atoms

The hypothesis `S ⊆ range N` says that the displaced atoms belong to the supercell. The proof splits each term according to whether `j ∈ S`, then sums.

```lean
/-- Displacing the atoms of a subset `S` of the supercell by `u` adds to the lattice amplitude the
amplitude of `S` at its undisplaced positions, times `e^{iqu} - 1`. -/
theorem amplitude_displaced {N : ℕ} {S : Finset ℕ} (hS : S ⊆ range N) (q u : ℝ) :
    amplitude N q (displaced S u) =
      ∑ j ∈ range N, phase (q * j) + (phase (q * u) - 1) * ∑ j ∈ S, phase (q * j) := by
  have hj : ∀ j : ℕ, phase (q * (j + displaced S u j)) =
      phase (q * j) + if j ∈ S then (phase (q * u) - 1) * phase (q * j) else 0 := by
    intro j
    by_cases hm : j ∈ S
    · have hadd : phase (q * (j + u)) = phase (q * j) * phase (q * u) := by
        unfold phase
        rw [← Complex.exp_add]
        congr 1
        push_cast
        ring
      simp only [displaced, if_pos hm]
      rw [hadd]
      ring
    · simp only [displaced, if_neg hm, add_zero]
  unfold amplitude
  rw [Finset.sum_congr rfl (fun j _ => hj j), Finset.sum_add_distrib, Finset.sum_ite_mem,
    Finset.inter_eq_right.mpr hS, Finset.mul_sum]
```

With the lattice sum gone, `e` writes \(e^{iqu}-1\) as two waves of amplitudes \(-1\) and \(1\).

```lean
/-- If `N` does not divide `h` and the atoms of a subset `S` of the supercell are displaced by
`u`, the intensity is `4 sin²(qu/2)` times the intensity scattered by `S` alone, undisplaced. -/
theorem superlattice_intensity {N : ℕ} {h : ℤ} (hd : ¬ (N : ℤ) ∣ h)
    {S : Finset ℕ} (hS : S ⊆ range N) (u : ℝ) :
    intensity N (wavenumber N h) (displaced S u) =
      4 * Real.sin (wavenumber N h * u / 2) ^ 2 *
        ‖∑ j ∈ S, phase (wavenumber N h * j)‖ ^ 2 := by
  have e : phase (wavenumber N h * u) - 1 =
      ((-1 : ℝ) : ℂ) + ((1 : ℝ) : ℂ) * phase (wavenumber N h * u) := by
    push_cast
    ring
  unfold intensity
  rw [amplitude_displaced hS, lattice_sum_eq_zero hd, zero_add, norm_mul, mul_pow, e,
    two_wave_interference]
  ring
```

At a fundamental reflection, `hsum` turns each sum of phases into a number of atoms. The resting and displaced atoms then form the two waves.

```lean
/-- If `N` divides `h` and the atoms of a subset `S` of the supercell are displaced by `u`,
the intensity is `N² - 4|S|(N - |S|) sin²(qu/2)`. -/
theorem fundamental_intensity {N : ℕ} {h : ℤ} (hd : (N : ℤ) ∣ h)
    {S : Finset ℕ} (hS : S ⊆ range N) (u : ℝ) :
    intensity N (wavenumber N h) (displaced S u) =
      (N : ℝ) ^ 2 - 4 * S.card * (N - S.card) * Real.sin (wavenumber N h * u / 2) ^ 2 := by
  have hsum : ∀ T : Finset ℕ, ∑ j ∈ T, phase (wavenumber N h * j) = (T.card : ℂ) := by
    intro T
    rw [Finset.sum_congr rfl (fun j _ => phase_eq_one_of_dvd hd j)]
    simp
  -- the resting and the displaced atoms act as two waves
  have e : (N : ℂ) + (phase (wavenumber N h * u) - 1) * (S.card : ℂ) =
      (((N : ℝ) - S.card : ℝ) : ℂ) + ((S.card : ℝ) : ℂ) * phase (wavenumber N h * u) := by
    push_cast
    ring
  unfold intensity
  rw [amplitude_displaced hS, hsum, hsum, Finset.card_range, e, two_wave_interference]
  ring
```

## One atom, and when its reflection vanishes

The theorem for one atom joins the two cases as implications. The condition `m < N` places atom `m` in the supercell; the intensity does not depend on which atom it is.

```lean
/-- With one atom `m` of the supercell displaced by `u`, the intensity at `q = 2πh/N` is
`4 sin²(qu/2)` if `N` does not divide `h`, and `N² - 4(N - 1) sin²(qu/2)` if it does. -/
theorem single_displacement_intensity {N m : ℕ} (hm : m < N) (h : ℤ) (u : ℝ) :
    (¬ (N : ℤ) ∣ h → intensity N (wavenumber N h) (displaced {m} u) =
      4 * Real.sin (wavenumber N h * u / 2) ^ 2) ∧
    ((N : ℤ) ∣ h → intensity N (wavenumber N h) (displaced {m} u) =
      (N : ℝ) ^ 2 - 4 * (N - 1) * Real.sin (wavenumber N h * u / 2) ^ 2) := by
  have hS : ({m} : Finset ℕ) ⊆ range N :=
    Finset.singleton_subset_iff.mpr (Finset.mem_range.mpr hm)
  constructor
  · intro hd
    have h1 : ‖phase (wavenumber N h * m)‖ = 1 := Complex.norm_exp_ofReal_mul_I _
    rw [superlattice_intensity hd hS, Finset.sum_singleton, h1]
    ring
  · intro hd
    rw [fundamental_intensity hd hS, Finset.card_singleton]
    push_cast
    ring
```

The extinction condition is an equivalence for real `u`. One direction reads the integer `k` off the zeros of the sine, and the other substitutes it back. In particular, a displacement with \(0<|hu|<N\) gives the superlattice reflection \(h\), absent at \(u=0\), a nonzero intensity.

```lean
/-- With one atom of the supercell displaced by `u`, a reflection `h` not divisible by `N` is
extinct exactly when `hu` is an integer multiple of `N`. -/
theorem superlattice_extinction_iff {N m : ℕ} (hm : m < N) {h : ℤ} (hd : ¬ (N : ℤ) ∣ h)
    (u : ℝ) :
    intensity N (wavenumber N h) (displaced {m} u) = 0 ↔ ∃ k : ℤ, (h : ℝ) * u = k * N := by
  have hN : (N : ℝ) ≠ 0 := Nat.cast_ne_zero.mpr (by omega)
  have hx : wavenumber N h * u / 2 = Real.pi * (h * u / N) := by
    unfold wavenumber
    ring
  rw [(single_displacement_intensity hm h u).1 hd, hx]
  constructor
  · intro h0
    have hs : Real.sin (Real.pi * (h * u / N)) = 0 :=
      pow_eq_zero_iff (two_ne_zero) |>.mp (by linarith)
    obtain ⟨k, hk⟩ := Real.sin_eq_zero_iff.mp hs
    refine ⟨k, (div_eq_iff hN).mp ?_⟩
    apply mul_left_cancel₀ Real.pi_ne_zero
    linarith
  · rintro ⟨k, hk⟩
    have hs : Real.sin (Real.pi * (h * u / N)) = 0 := by
      rw [(div_eq_iff hN).mpr hk, mul_comm]
      exact Real.sin_int_mul_pi k
    rw [hs]
    ring

end

end SupercellReflections
```

```lean
#print axioms SupercellReflections.single_displacement_intensity
#print axioms SupercellReflections.superlattice_extinction_iff
```

```
'SupercellReflections.single_displacement_intensity' depends on axioms: [propext, Classical.choice, Quot.sound]
'SupercellReflections.superlattice_extinction_iff' depends on axioms: [propext, Classical.choice, Quot.sound]
```
